# Over one period, the force error $c(y-x)$ of a density relaxing as $\tau y'=x-y$ does the work $-c\tau\int y'^2\,dt$

In a molecular dynamics run with forces from electronic-structure theory, the electronic density may be carried over from earlier steps and only partly converged. If it then trails behind its converged value, the forces can contain an error that depends on the history. Does this error average out over a vibration, or does it change the energy?

Consider one parameter. Let $x(t)$ be the converged density, which also serves as the coordinate of the motion, and let $y(t)$ be the density actually used. It relaxes with memory time $\tau>0$:

$$\tau y' = x-y .$$

The force error is modelled as $c(y-x)$, where the constant $c$ is the stiffness that couples the density error to the motion. If $x$ is continuously differentiable and $y$ has period $P$, the work over one period is

$$W=\int_0^P c(y-x)\,x'\,dt=-c\tau\int_0^P y'^2\,dt .$$

For $c,P>0$ and non-constant $x$, this is strictly negative. For $x=A\cos\omega t$ with $\omega>0$ and $P=2\pi/\omega$,

$$W=-\frac{\pi cA^2\omega\tau}{1+\omega^2\tau^2}.$$

If also $c>0$ and $A\neq0$, the loss per cycle is at most $\pi cA^2/2$, reached exactly when $\omega\tau=1$.

## Energy conservation as a check on the forces

A test for drift of the total energy can reveal a force error that does net work over many cycles, but it can miss one whose work averages out. In this one-parameter linear model with a prescribed, non-constant periodic motion and a periodic response, a lag with $c>0$ removes energy in every cycle, so the losses add up.

## Splitting the power into dissipation and a total derivative

Since $y$ is periodic, so is $y'$, and hence $x=y+\tau y'$ has the same period. Put $u=y-x=-\tau y'$. Then $x'=y'-u'$ gives

$$c\,u\,x'=c\,u\,y'-c\,u\,u'=-c\tau y'^2-\frac{d}{dt}\frac{cu^2}{2}.$$

The last term integrates to zero over a period, which proves the identity.

If $y'$ vanished everywhere, $y$ would be constant, and so would $x=y$. A non-constant $x$ therefore gives $y'\neq0$ at some time, and by periodicity at some time in $[0,P)$. As $y'=(x-y)/\tau$ is continuous, $\int_0^P y'^2\,dt>0$.

For the cosine, substitution confirms the periodic response

$$y=\frac{A(\cos\omega t+\omega\tau\sin\omega t)}{1+\omega^2\tau^2}.$$

It is the only one. The difference $d$ of two periodic responses obeys $\tau d'=-d$, so $d\,e^{t/\tau}$ is constant. Comparing $t$ with $t+P$ gives $d(t)\,(e^{(t+P)/\tau}-e^{t/\tau})=0$, hence $d=0$. Now

$$y'=\frac{A\omega(\omega\tau\cos\omega t-\sin\omega t)}{1+\omega^2\tau^2}.$$

Over a cycle $\cos^2$ and $\sin^2$ each integrate to $\pi/\omega$ and the cross term to zero, so $\int y'^2\,dt=\pi A^2\omega/(1+\omega^2\tau^2)$. The bound follows from

$$W+\frac{\pi cA^2}{2}=\frac{\pi cA^2}{2}\,\frac{(\omega\tau-1)^2}{1+\omega^2\tau^2}\ge0 .$$

## The Lean file

```lean
import Mathlib

open Real

namespace LaggingDensity

noncomputable section

/-- The density `y` is differentiable and obeys `τ y' = x - y`. For `τ > 0` this is relaxation
towards `x` with memory time `τ`. -/
def Lags (τ : ℝ) (x y : ℝ → ℝ) : Prop :=
  Differentiable ℝ y ∧ ∀ t, τ * deriv y t = x t - y t

/-- Work done along the motion `x` by the force `c (y - x)` between the times `0` and `P`. -/
def work (c P : ℝ) (x y : ℝ → ℝ) : ℝ :=
  ∫ t in (0 : ℝ)..P, c * (y t - x t) * deriv x t

/-- The response to the drive `A cos (ω t)`. For `A ≠ 0` and `ω, τ > 0` it is reduced in amplitude
and shifted in phase relative to the drive. -/
def cosResponse (A ω τ t : ℝ) : ℝ :=
  A * (cos (ω * t) + ω * τ * sin (ω * t)) / (1 + ω ^ 2 * τ ^ 2)

/-- For a positive memory time and a continuous `x`, the rate of change of the lagging density
is continuous. -/
theorem continuous_rate {τ : ℝ} {x y : ℝ → ℝ} (hτ : 0 < τ) (hx : Continuous x)
    (h : Lags τ x y) : Continuous (deriv y) := by
  have e : deriv y = fun t => (x t - y t) / τ := by
    funext t
    rw [eq_div_iff hτ.ne']
    linear_combination h.2 t
  rw [e]
  exact (hx.sub h.1.continuous).div_const τ

/-- If the lagging density is periodic, the density that it follows has the same period. -/
theorem driver_periodic {τ P : ℝ} {x y : ℝ → ℝ} (h : Lags τ x y)
    (hP : Function.Periodic y P) : Function.Periodic x P := by
  intro t
  have e : (fun s => y (s + P)) = y := funext hP
  have hd := deriv_comp_add_const y P t
  rw [e] at hd
  have a := h.2 (t + P)
  rw [← hd, hP t] at a
  linarith [h.2 t]

/-- Over one period of the lagging density, the force `c (y - x)` does the work
`-c τ ∫ y'²` on a continuously differentiable motion `x`, for `τ > 0`. -/
theorem work_eq {τ P : ℝ} {x y : ℝ → ℝ} (c : ℝ) (hτ : 0 < τ) (hx : ContDiff ℝ 1 x)
    (h : Lags τ x y) (hP : Function.Periodic y P) :
    work c P x y = -(c * τ) * ∫ t in (0 : ℝ)..P, (deriv y t) ^ 2 := by
  obtain ⟨hxd, hx'⟩ := contDiff_one_iff_deriv.1 hx
  have hy' := continuous_rate hτ hx.continuous h
  have hu := (h.1.continuous.sub hx.continuous).mul (hy'.sub hx')
  -- the elastic energy of the lag is periodic, so its total derivative integrates to zero
  have hdu : ∀ t, HasDerivAt (fun s => (y s - x s) * (y s - x s) / 2)
      ((y t - x t) * (deriv y t - deriv x t)) t := by
    intro t
    have d := (h.1 t).hasDerivAt.fun_sub (hxd t).hasDerivAt
    exact ((d.fun_mul d).div_const 2).congr_deriv (by ring)
  have hint : ∫ t in (0 : ℝ)..P, (y t - x t) * (deriv y t - deriv x t) = 0 := by
    rw [intervalIntegral.integral_eq_sub_of_hasDerivAt (fun t _ => hdu t)
      (hu.intervalIntegrable _ _)]
    have y0 : y P = y 0 := by simpa using hP 0
    have x0 : x P = x 0 := by simpa using driver_periodic h hP 0
    simp only [y0, x0, sub_self]
  -- split the power into dissipation and a total derivative
  have hpt : ∀ t, c * (y t - x t) * deriv x t = -(c * τ) * (deriv y t) ^ 2
      - c * ((y t - x t) * (deriv y t - deriv x t)) := by
    intro t
    linear_combination c * deriv y t * h.2 t
  have i1 : IntervalIntegrable (fun t => -(c * τ) * (deriv y t) ^ 2)
      MeasureTheory.volume 0 P :=
    (continuous_const.mul (hy'.pow 2)).intervalIntegrable _ _
  have i2 : IntervalIntegrable (fun t => c * ((y t - x t) * (deriv y t - deriv x t)))
      MeasureTheory.volume 0 P :=
    (continuous_const.mul hu).intervalIntegrable _ _
  simp only [work, hpt]
  rw [intervalIntegral.integral_sub i1 i2, intervalIntegral.integral_const_mul,
    intervalIntegral.integral_const_mul, hint]
  ring

/-- For `c`, `τ` and `P` positive and a lagging density of period `P`, the work between the times
`0` and `P` is strictly negative whenever the continuously differentiable motion `x` is not
constant. -/
theorem work_neg {c τ P : ℝ} {x y : ℝ → ℝ} (hc : 0 < c) (hτ : 0 < τ) (hP0 : 0 < P)
    (hx : ContDiff ℝ 1 x) (h : Lags τ x y) (hP : Function.Periodic y P)
    (hne : ∃ s t, x s ≠ x t) : work c P x y < 0 := by
  -- a moving drive forces the lagging density to move at some time
  have hmove : ∃ t, deriv y t ≠ 0 := by
    by_contra hcon
    have h0 : ∀ t, deriv y t = 0 := fun t => by
      by_contra ht
      exact hcon ⟨t, ht⟩
    obtain ⟨s, t, hst⟩ := hne
    have hyc := is_const_of_deriv_eq_zero h.1 h0 s t
    have a := h.2 s
    have b := h.2 t
    rw [h0, mul_zero] at a b
    exact hst (by linarith)
  obtain ⟨t, ht⟩ := hmove
  -- by periodicity it also moves at some time within the first period
  have hper : Function.Periodic (fun s => x s - y s) P := fun s => by
    simp only [driver_periodic h hP s, hP s]
  obtain ⟨s, hs, hts⟩ := hper.exists_mem_Ico₀ hP0 t
  have hs0 : deriv y s ≠ 0 := by
    intro h0
    have a := h.2 s
    rw [h0, mul_zero] at a
    have b : τ * deriv y t = 0 := by
      rw [h.2 t, a]
      exact hts
    exact ht ((mul_eq_zero.1 b).resolve_left hτ.ne')
  have hI : 0 < ∫ t in (0 : ℝ)..P, (deriv y t) ^ 2 :=
    intervalIntegral.integral_pos hP0
      ((continuous_rate hτ hx.continuous h).pow 2).continuousOn
      (fun r _ => sq_nonneg _) ⟨s, ⟨hs.1, hs.2.le⟩, by positivity⟩
  rw [work_eq c hτ hx h hP]
  have := mul_pos (mul_pos hc hτ) hI
  linarith

/-- For `τ > 0` and `P > 0`, a given density `x` has at most one `P`-periodic lagging density. -/
theorem response_unique {τ P : ℝ} {x y z : ℝ → ℝ} (hτ : 0 < τ) (hP0 : 0 < P)
    (hy : Lags τ x y) (hz : Lags τ x z) (hyP : Function.Periodic y P)
    (hzP : Function.Periodic z P) : y = z := by
  -- the difference decays as exp (-t/τ), which is periodic only if it vanishes
  have hd : ∀ t, HasDerivAt (fun s => (y s - z s) * exp (s / τ)) 0 t := by
    intro t
    have e := ((hasDerivAt_id' t).div_const τ).exp
    refine (((hy.1 t).hasDerivAt.fun_sub (hz.1 t).hasDerivAt).fun_mul e).congr_deriv ?_
    have h1 : deriv y t - deriv z t = -(y t - z t) / τ := by
      rw [eq_div_iff hτ.ne']
      linear_combination hy.2 t - hz.2 t
    rw [h1]
    ring
  funext t
  have k := is_const_of_deriv_eq_zero (fun s => (hd s).differentiableAt)
    (fun s => (hd s).deriv) (t + P) t
  simp only [hyP t, hzP t] at k
  have hlt : exp (t / τ) < exp ((t + P) / τ) :=
    exp_lt_exp.2 (div_lt_div_of_pos_right (by linarith) hτ)
  have h0 : (y t - z t) * (exp ((t + P) / τ) - exp (t / τ)) = 0 := by
    linear_combination k
  rcases mul_eq_zero.1 h0 with h | h <;> linarith

/-- The rate of change of the response to a cosine drive. -/
theorem cosResponse_hasDerivAt (A ω τ t : ℝ) : HasDerivAt (cosResponse A ω τ)
    (A * ω * (ω * τ * cos (ω * t) - sin (ω * t)) / (1 + ω ^ 2 * τ ^ 2)) t := by
  have hl : HasDerivAt (fun s => ω * s) ω t := by
    simpa using (hasDerivAt_id' t).const_mul ω
  exact (((hl.cos.fun_add (hl.sin.const_mul (ω * τ))).const_mul A).div_const
    (1 + ω ^ 2 * τ ^ 2)).congr_deriv (by ring)

/-- For `ω ≠ 0`, `cosResponse` satisfies the relaxation equation `Lags` with the drive `A cos (ω t)`
and has the period `2π/ω`. -/
theorem cosResponse_lags (A τ : ℝ) {ω : ℝ} (hω : ω ≠ 0) :
    Lags τ (fun t => A * cos (ω * t)) (cosResponse A ω τ) ∧
      Function.Periodic (cosResponse A ω τ) (2 * π / ω) := by
  refine ⟨⟨fun t => (cosResponse_hasDerivAt A ω τ t).differentiableAt, fun t => ?_⟩,
    fun t => ?_⟩
  · have hD : 1 + ω ^ 2 * τ ^ 2 ≠ 0 := by positivity
    have hi := mul_inv_cancel₀ hD
    rw [(cosResponse_hasDerivAt A ω τ t).deriv]
    simp only [cosResponse]
    linear_combination A * cos (ω * t) * hi
  · have e : ω * (t + 2 * π / ω) = ω * t + 2 * π := by field_simp
    simp only [cosResponse, e, cos_add_two_pi, sin_add_two_pi]

/-- For `x = A cos (ω t)` with `ω, τ > 0` and a lagging density of period `2π/ω`, the work per
cycle is `-π c A² ω τ / (1 + ω² τ²)`. -/
theorem work_cos {τ ω : ℝ} {y : ℝ → ℝ} (c A : ℝ) (hτ : 0 < τ) (hω : 0 < ω)
    (h : Lags τ (fun t => A * cos (ω * t)) y) (hP : Function.Periodic y (2 * π / ω)) :
    work c (2 * π / ω) (fun t => A * cos (ω * t)) y =
      -(π * c * A ^ 2 * ω * τ / (1 + ω ^ 2 * τ ^ 2)) := by
  obtain ⟨hL, hLP⟩ := cosResponse_lags A τ hω.ne'
  have hy : y = cosResponse A ω τ := response_unique hτ (by positivity) h hL hP hLP
  have hx : ContDiff ℝ 1 (fun t : ℝ => A * cos (ω * t)) :=
    contDiff_const.mul (contDiff_cos.comp (contDiff_const.mul contDiff_id))
  have hD : 1 + ω ^ 2 * τ ^ 2 ≠ 0 := by positivity
  have hi := mul_inv_cancel₀ hD
  -- an explicit antiderivative of the squared rate
  have hF : ∀ t, HasDerivAt (fun s => (A / (1 + ω ^ 2 * τ ^ 2)) ^ 2 * ω *
      ((1 + ω ^ 2 * τ ^ 2) / 2 * (ω * s)
        + (ω ^ 2 * τ ^ 2 - 1) / 2 * (sin (ω * s) * cos (ω * s))
        - ω * τ * (sin (ω * s) * sin (ω * s))))
      ((A * ω * (ω * τ * cos (ω * t) - sin (ω * t)) / (1 + ω ^ 2 * τ ^ 2)) ^ 2) t := by
    intro t
    have hl : HasDerivAt (fun s => ω * s) ω t := by
      simpa using (hasDerivAt_id' t).const_mul ω
    refine ((((hl.const_mul _).fun_add ((hl.sin.fun_mul hl.cos).const_mul _)).fun_sub
      ((hl.sin.fun_mul hl.sin).const_mul _)).const_mul _).congr_deriv ?_
    linear_combination (-((A / (1 + ω ^ 2 * τ ^ 2)) ^ 2 * ω ^ 2 *
      (1 + ω ^ 2 * τ ^ 2) / 2)) * sin_sq_add_cos_sq (ω * t)
  have hI : ∫ t in (0 : ℝ)..(2 * π / ω), (deriv (cosResponse A ω τ) t) ^ 2 =
      π * A ^ 2 * ω / (1 + ω ^ 2 * τ ^ 2) := by
    have hd := fun t => (cosResponse_hasDerivAt A ω τ t).deriv
    have e : ω * (2 * π / ω) = 2 * π := by field_simp
    simp only [hd]
    rw [intervalIntegral.integral_eq_sub_of_hasDerivAt (fun t _ => hF t)
      (Continuous.intervalIntegrable (by fun_prop) _ _)]
    simp only [e, sin_two_pi, sin_zero, mul_zero, zero_mul, add_zero, sub_zero]
    linear_combination A ^ 2 * ω * π * (1 + ω ^ 2 * τ ^ 2)⁻¹ * hi
  rw [hy, work_eq c hτ hx hL hLP, hI]
  ring

/-- For a cosine drive with `c, ω, τ > 0` and `A ≠ 0`, and a lagging density of period `2π/ω`, the
energy lost per cycle is at most `π c A² / 2`, and it reaches this value exactly when `ω τ = 1`. -/
theorem work_cos_extremal {c A τ ω : ℝ} {y : ℝ → ℝ} (hc : 0 < c) (hA : A ≠ 0) (hτ : 0 < τ)
    (hω : 0 < ω) (h : Lags τ (fun t => A * cos (ω * t)) y)
    (hP : Function.Periodic y (2 * π / ω)) :
    -(π * c * A ^ 2 / 2) ≤ work c (2 * π / ω) (fun t => A * cos (ω * t)) y ∧
      (work c (2 * π / ω) (fun t => A * cos (ω * t)) y = -(π * c * A ^ 2 / 2) ↔
        ω * τ = 1) := by
  rw [work_cos c A hτ hω h hP]
  have hD : 1 + ω ^ 2 * τ ^ 2 ≠ 0 := by positivity
  have hi := mul_inv_cancel₀ hD
  -- the distance from the bound is a positive multiple of a perfect square
  have key : -(π * c * A ^ 2 * ω * τ / (1 + ω ^ 2 * τ ^ 2)) + π * c * A ^ 2 / 2 =
      π * c * A ^ 2 / 2 * ((ω * τ - 1) ^ 2 * (1 + ω ^ 2 * τ ^ 2)⁻¹) := by
    linear_combination (-(π * c * A ^ 2 / 2)) * hi
  have hnn : 0 ≤ π * c * A ^ 2 / 2 * ((ω * τ - 1) ^ 2 * (1 + ω ^ 2 * τ ^ 2)⁻¹) := by
    positivity
  refine ⟨by linarith, fun hW => ?_, fun h1 => ?_⟩
  · have h0 : π * c * A ^ 2 / 2 * ((ω * τ - 1) ^ 2 * (1 + ω ^ 2 * τ ^ 2)⁻¹) = 0 := by
      rw [← key, hW]
      ring
    have hp : π * c * A ^ 2 / 2 ≠ 0 := by positivity
    have h2 := (mul_eq_zero.1 h0).resolve_left hp
    have h3 := (mul_eq_zero.1 h2).resolve_right (inv_ne_zero hD)
    have h4 := (pow_eq_zero_iff two_ne_zero).1 h3
    linarith
  · have h0 : π * c * A ^ 2 / 2 * ((ω * τ - 1) ^ 2 * (1 + ω ^ 2 * τ ^ 2)⁻¹) = 0 := by
      rw [h1]
      ring
    linarith

end

end LaggingDensity
```

```lean
#print axioms LaggingDensity.work_eq
-- 'LaggingDensity.work_eq' depends on axioms: [propext, Classical.choice, Quot.sound]
#print axioms LaggingDensity.work_neg
-- 'LaggingDensity.work_neg' depends on axioms: [propext, Classical.choice, Quot.sound]
#print axioms LaggingDensity.work_cos_extremal
-- 'LaggingDensity.work_cos_extremal' depends on axioms: [propext, Classical.choice, Quot.sound]
```

## Hypotheses and proof steps in Lean

`Lags τ x y` says that $y$ is differentiable and obeys the relaxation equation; `work c P x y` is the integral $W$. `ContDiff ℝ 1 x` makes $x$ continuously differentiable, and `Function.Periodic y P` means $y(t+P)=y(t)$ for all $t$. The period of $x$ is derived in `driver_periodic`.

In `work_eq`, `hpt` is the power split and `hint` the vanishing integral, obtained from the antiderivative $u^2/2$. `work_neg` moves a time with $y'\neq0$ into the first period. `work_cos` uses `response_unique` to replace any periodic $y$ by `cosResponse`, then integrates $y'^2$ with the explicit antiderivative in `hF`. The perfect square is `key` in `work_cos_extremal`.

## Prescribed motion, continuous time, periodic response

The theorems guarantee the work for a given motion $x$. They contain no feedback of the force on $x$, no time step and no SCF iteration, and the linear relaxation law is assumed. A periodic response is shown to exist only for the cosine; for other $x$ it is a hypothesis.

Periodicity of $x$ alone would not be enough. Take $x=0$ and $y=e^{-t/\tau}$, with $c,P>0$. The relaxation equation holds and $W=0$, because $x'=0$, yet $-c\tau\int_0^P y'^2\,dt<0$. In the model, this is an initial transient. It decays exponentially, and for a periodic motion the identity holds ever more closely as it dies out.
